# Cyclic bond differences multiply the k-th Fourier amplitude of bead positions by exp(−2πik/P) − 1

For a closed ring of P beads, with P finite and nonzero, real one-dimensional positions q_j are indexed by `ZMod P`, and `mode q k` is the unnormalised discrete Fourier amplitude ∑_j exp(2πikj/P) q_j, with no factor 1/√P. The theorem `mode_diff` states that the bond displacements q_{j+1} − q_j, taken cyclically, have amplitude (exp(−2πik/P) − 1) times that of the positions; for amplitudes normalised by 1/√P the factor is the same. The statement is kinematic and involves no potential, mass or temperature. The attempt first proves a shift identity `h` by reindexing the sum along `Equiv.addRight 1`, restating the termwise goal with `show`, and splitting the character through k j = −k + k(j + 1). It then expands `mode`, substitutes `h` and closes with `ring`.

Lean 4 with Mathlib refuses this proof:

```lean
import Mathlib

open Real Finset ComplexConjugate

namespace RingPolymerCrossover

noncomputable section

local notation "χ" => ZMod.stdAddChar

variable {P : ℕ} [NeZero P]

/-- Normal-mode amplitude `∑ j, exp (2 π i k j / P) q j` of the bead positions. -/
def mode (q : ZMod P → ℝ) (k : ZMod P) : ℂ := ∑ j, χ (k * j) * (q j : ℂ)

/-- Passing from bead positions to bond vectors multiplies the amplitude of mode `k`
by `exp (-2 π i k / P) - 1`. -/
theorem mode_diff (q : ZMod P → ℝ) (k : ZMod P) :
    mode (fun j => q (j + 1) - q j) k = (χ (-k) - 1) * mode q k := by
  have h : ∑ j, χ (k * j) * (q (j + 1) : ℂ) = χ (-k) * ∑ j, χ (k * j) * (q j : ℂ) := by
    rw [Finset.mul_sum]
    refine Fintype.sum_equiv (Equiv.addRight 1) _ _ fun j => ?_
    show χ (k * j) * (q (j + 1) : ℂ) = χ (-k) * (χ (k * (j + 1)) * (q (j + 1) : ℂ))
    have hs : k * j = -k + k * (j + 1) := by ring
    rw [hs, AddChar.map_add_eq_mul]
    ring
  simp only [mode, Complex.ofReal_sub, mul_sub, Finset.sum_sub_distrib, h]
  ring

end

end RingPolymerCrossover
```

The compiler's answer:

```
Main.lean:23:4: error: (deterministic) timeout at `isDefEq`, maximum number of heartbeats (200000) has been reached

Note: Use `set_option maxHeartbeats <num>` to set the limit.

Hint: Additional diagnostic information may be available using the `set_option diagnostics true` command.
Main.lean:28:2: error: (deterministic) timeout at `«tactic execution»`, maximum number of heartbeats (200000) has been reached

Note: Use `set_option maxHeartbeats <num>` to set the limit.

Hint: Additional diagnostic information may be available using the `set_option diagnostics true` command.
```

The first message points at the `show`. After `Fintype.sum_equiv`, the right side of the goal contains `Equiv.addRight 1` applied to `j` where the `show` writes `j + 1`. Lean must check the two forms definitionally equal by unfolding, and this `isDefEq` check used up the 200000 heartbeats; the message does not say which subterm was costly. The second message, at the final `ring`, is a consequence: the declaration's budget was already spent, and the same line passes unchanged after the repair.

The cure replaces the `show` by `simp only [Equiv.coe_addRight]`, which rewrites the application to `j + 1` by a lemma, so that check never arises. The rest is reorganisation. The steps `hs` and `AddChar.map_add_eq_mul` move into a separate fact `hp` about the character alone. `rw [hp j, mul_assoc]` splits `χ (k * j)` and rebrackets the product to match the right side, replacing the inner `ring`. The ascription `(1 : ZMod P)` makes the type explicit and, as far as the messages show, is tidying.

The change, after which it compiles:

```diff
@@ -19,10 +19,12 @@
     mode (fun j => q (j + 1) - q j) k = (χ (-k) - 1) * mode q k := by
   have h : ∑ j, χ (k * j) * (q (j + 1) : ℂ) = χ (-k) * ∑ j, χ (k * j) * (q j : ℂ) := by
+    have hp : ∀ j : ZMod P, χ (k * j) = χ (-k) * χ (k * (j + 1)) := by
+      intro j
+      have hs : k * j = -k + k * (j + 1) := by ring
+      rw [hs, AddChar.map_add_eq_mul]
     rw [Finset.mul_sum]
-    refine Fintype.sum_equiv (Equiv.addRight 1) _ _ fun j => ?_
-    show χ (k * j) * (q (j + 1) : ℂ) = χ (-k) * (χ (k * (j + 1)) * (q (j + 1) : ℂ))
-    have hs : k * j = -k + k * (j + 1) := by ring
-    rw [hs, AddChar.map_add_eq_mul]
-    ring
+    refine Fintype.sum_equiv (Equiv.addRight (1 : ZMod P)) _ _ fun j => ?_
+    simp only [Equiv.coe_addRight]
+    rw [hp j, mul_assoc]
   simp only [mode, Complex.ofReal_sub, mul_sub, Finset.sum_sub_distrib, h]
   ring
```
